# Summing a positive power of the radius over an infinite logarithmic grid

A logarithmic radial grid, of the kind used in atomic calculations, has points r_j = R exp(−jh) that crowd towards the nucleus. The theorem `hasSum_logGrid_rpow` says that for real R, h and p, all positive, the sum of r_j^p over the infinitely many points with j ≥ 1 converges to R^p / (exp(ph) − 1). This is a plain sum over grid points, with no wavefunction or integration weight in it. The attempt takes the geometric series of ratio exp(−ph), multiplies it by R^p exp(−ph), and uses `convert` to match the terms and the value with those in the statement.

As first written in Lean, the proof fails:

```lean
import Mathlib

open Filter Topology

namespace LogarithmicGrid

noncomputable section

/-- The logarithmic radial grid `r_j = R exp(-j h)`, running inwards from the radius `R`. -/
def logGrid (R h : ℝ) (j : ℕ) : ℝ := R * Real.exp (-(j * h))

/-- On the logarithmic grid the powers `r_j ^ p` form a geometric sequence. -/
theorem logGrid_rpow {R : ℝ} (hR : 0 < R) (h p : ℝ) (j : ℕ) :
    logGrid R h j ^ p = R ^ p * Real.exp (-(p * h)) ^ j := by
  unfold logGrid
  rw [Real.mul_rpow hR.le (Real.exp_pos _).le, ← Real.exp_mul, ← Real.exp_nat_mul]
  congr 2
  ring

/-- The sum of `r_j ^ p` over the inner grid points `j ≥ 1` converges to
`R ^ p / (exp (p h) - 1)`. -/
theorem hasSum_logGrid_rpow {R h p : ℝ} (hR : 0 < R) (hh : 0 < h) (hp : 0 < p) :
    HasSum (fun j : ℕ => logGrid R h (j + 1) ^ p) (R ^ p / (Real.exp (p * h) - 1)) := by
  have hph : 0 < p * h := mul_pos hp hh
  have hq : Real.exp (-(p * h)) < 1 := Real.exp_lt_one (by linarith)
  have hE : Real.exp (p * h) - 1 ≠ 0 := by
    have := Real.add_one_le_exp (p * h)
    exact ne_of_gt (by linarith)
  have hE0 : Real.exp (p * h) ≠ 0 := (Real.exp_pos _).ne'
  have H := (hasSum_geometric_of_lt_one (Real.exp_pos _).le hq).mul_left
    (R ^ p * Real.exp (-(p * h)))
  convert H using 1
  · funext j
    rw [logGrid_rpow hR, pow_succ]
    ring
  · have h1 : 1 - (Real.exp (p * h))⁻¹ = (Real.exp (p * h) - 1) / Real.exp (p * h) := by
      rw [sub_div, div_self hE0, one_div]
    rw [Real.exp_neg, h1, inv_div]
    field_simp

end

end LogarithmicGrid
```

Lean reports:

```
Main.lean:25:39: error(lean.unknownIdentifier): Unknown constant `Real.exp_lt_one`
Main.lean:33:4: error: Tactic `apply` failed: could not unify the conclusion of `@funext`
  ?f = ?g
with the goal
  Real.instAddCommMonoid =
    CommRing.toNonUnitalCommRing.toNonUnitalNonAssocCommRing.toNonUnitalNonAssocSemiring.toAddCommMonoid

Note: The full type of `@funext` is
  ∀ {α : Sort ?u.101} {β : α → Sort ?u.100} {f g : (x : α) → β x}, (∀ (x : α), f x = g x) → f = g

case e'_3
R h p : ℝ
hR : 0 < R
hh : 0 < h
hp : 0 < p
hph : 0 < p * h
hq : Real.exp (-(p * h)) < 1
hE : Real.exp (p * h) - 1 ≠ 0
hE0 : Real.exp (p * h) ≠ 0
H :
  HasSum (fun i => R ^ p * Real.exp (-(p * h)) * Real.exp (-(p * h)) ^ i)
    (R ^ p * Real.exp (-(p * h)) * (1 - Real.exp (-(p * h)))⁻¹)
⊢ Real.instAddCommMonoid =
    CommRing.toNonUnitalCommRing.toNonUnitalNonAssocCommRing.toNonUnitalNonAssocSemiring.toAddCommMonoid
Main.lean:38:22: error: Tactic `rewrite` failed: Did not find an occurrence of the pattern
  1 - (Real.exp (p * h))⁻¹
in the target expression
  (fun j => logGrid R h (j + 1) ^ p) = fun i => R ^ p * (Real.exp (p * h))⁻¹ * (Real.exp (p * h))⁻¹ ^ i

case e'_5
R h p : ℝ
hR : 0 < R
hh : 0 < h
hp : 0 < p
hph : 0 < p * h
hq : Real.exp (-(p * h)) < 1
hE : Real.exp (p * h) - 1 ≠ 0
hE0 : Real.exp (p * h) ≠ 0
H :
  HasSum (fun i => R ^ p * Real.exp (-(p * h)) * Real.exp (-(p * h)) ^ i)
    (R ^ p * Real.exp (-(p * h)) * (1 - Real.exp (-(p * h)))⁻¹)
h1 : 1 - (Real.exp (p * h))⁻¹ = (Real.exp (p * h) - 1) / Real.exp (p * h)
⊢ (fun j => logGrid R h (j + 1) ^ p) = fun i => R ^ p * (Real.exp (p * h))⁻¹ * (Real.exp (p * h))⁻¹ ^ i
Main.lean:23:86: error: unsolved goals
case e'_6
R h p : ℝ
hR : 0 < R
hh : 0 < h
hp : 0 < p
hph : 0 < p * h
hq : Real.exp (-(p * h)) < 1
hE : Real.exp (p * h) - 1 ≠ 0
hE0 : Real.exp (p * h) ≠ 0
H :
  HasSum (fun i => R ^ p * Real.exp (-(p * h)) * Real.exp (-(p * h)) ^ i)
    (R ^ p * Real.exp (-(p * h)) * (1 - Real.exp (-(p * h)))⁻¹)
⊢ R ^ p / (Real.exp (p * h) - 1) = R ^ p * Real.exp (-(p * h)) * (1 - Real.exp (-(p * h)))⁻¹
```

Diagnosis. The first message says that the constant `Real.exp_lt_one` does not exist. The repair uses the right-to-left direction of `Real.exp_lt_one_iff` instead.

The other three errors come from `convert H using 1`. The proof has bullets for two goals, the terms and the value, but `convert` left three. The extra one came first and asks that two instances of the additive structure on the reals be equal. So `funext` met an equation that is not between functions, the rewrite with `h1` was tried on the equation between terms, and the equation between values was left unsolved.

The repair proves the two intended equations by name, as `hf` and `hv`, and rewrites the goal with them. Then `exact H` closes it, since Lean can check by unfolding that the two instances agree.

In the proof of the value, explicit rewrites also replace `field_simp`. The messages do not show whether this was needed, because the old steps never ran on that goal.

The repair, with which the file compiles:

```diff
@@ -23,5 +23,5 @@
     HasSum (fun j : ℕ => logGrid R h (j + 1) ^ p) (R ^ p / (Real.exp (p * h) - 1)) := by
   have hph : 0 < p * h := mul_pos hp hh
-  have hq : Real.exp (-(p * h)) < 1 := Real.exp_lt_one (by linarith)
+  have hq : Real.exp (-(p * h)) < 1 := Real.exp_lt_one_iff.2 (by linarith)
   have hE : Real.exp (p * h) - 1 ≠ 0 := by
     have := Real.add_one_le_exp (p * h)
@@ -30,12 +30,17 @@
   have H := (hasSum_geometric_of_lt_one (Real.exp_pos _).le hq).mul_left
     (R ^ p * Real.exp (-(p * h)))
-  convert H using 1
-  · funext j
+  have hf : (fun j : ℕ => logGrid R h (j + 1) ^ p) =
+      fun j : ℕ => R ^ p * Real.exp (-(p * h)) * Real.exp (-(p * h)) ^ j := by
+    funext j
     rw [logGrid_rpow hR, pow_succ]
     ring
-  · have h1 : 1 - (Real.exp (p * h))⁻¹ = (Real.exp (p * h) - 1) / Real.exp (p * h) := by
+  have hv : R ^ p / (Real.exp (p * h) - 1) =
+      R ^ p * Real.exp (-(p * h)) * (1 - Real.exp (-(p * h)))⁻¹ := by
+    have h1 : 1 - (Real.exp (p * h))⁻¹ = (Real.exp (p * h) - 1) / Real.exp (p * h) := by
       rw [sub_div, div_self hE0, one_div]
-    rw [Real.exp_neg, h1, inv_div]
-    field_simp
+    rw [Real.exp_neg, h1, inv_div, mul_assoc, ← mul_div_assoc, inv_mul_cancel₀ hE0,
+      mul_one_div]
+  rw [hf, hv]
+  exact H
 
 end
```
